# The lowest eigenvalue of a symmetric Hamiltonian on a finite-dimensional real space bounds the Rayleigh quotient from below

For a symmetric operator `H` on a finite-dimensional real inner product space, with lowest eigenvalue `E₀`, the theorem `rayleigh_bound` states that E₀⟨x, x⟩ ≤ ⟨x, Hx⟩ for every vector x. If `H` is read as a Hamiltonian, this says that no trial state has a mean energy below the lowest level. The vector need not be normalised: for nonzero x the mean energy is the quotient ⟨x, Hx⟩/⟨x, x⟩, and for x = 0 both sides of the inequality vanish. The proof expands both inner products in an orthonormal basis of eigenvectors of `H` and compares the sums term by term, using that each eigenvalue is at least `E₀`.

This version doesn't compile in Lean 4 with Mathlib:

```lean
import Mathlib

open scoped InnerProductSpace

namespace RayleighBound

noncomputable section

variable {V : Type*} [NormedAddCommGroup V] [InnerProductSpace ℝ V]

/-- `E₀` is the lowest eigenvalue of `H`. -/
def IsLowest (H : V →ₗ[ℝ] V) (E₀ : ℝ) : Prop :=
  IsLeast {μ : ℝ | Module.End.HasEigenvalue H μ} E₀

variable [FiniteDimensional ℝ V]

/-- Rayleigh bound: for symmetric `H` with lowest eigenvalue `E₀`, `E₀ ⟨x, x⟩ ≤ ⟨x, Hx⟩`. -/
theorem rayleigh_bound {H : V →ₗ[ℝ] V} (hH : H.IsSymmetric) {E₀ : ℝ} (hE : IsLowest H E₀)
    (x : V) : E₀ * ⟪x, x⟫_ℝ ≤ ⟪x, H x⟫_ℝ := by
  let b := hH.eigenvectorBasis rfl
  rw [← b.sum_inner_mul_inner x x, ← b.sum_inner_mul_inner x (H x), Finset.mul_sum]
  refine Finset.sum_le_sum fun i _ => ?_
  have hb : H (b i) = hH.eigenvalues rfl i • b i := by
    simpa using hH.apply_eigenvectorBasis rfl i
  have hi : E₀ ≤ hH.eigenvalues rfl i := hE.2 (hH.hasEigenvalue_eigenvalues rfl i)
  rw [← hH (b i) x, hb, real_inner_smul_left, real_inner_comm (b i) x]
  nlinarith [mul_nonneg (sub_nonneg.2 hi) (mul_self_nonneg ⟪b i, x⟫_ℝ)]

end

end RayleighBound
```

Compiling this gives:

```
Main.lean:24:4: error: Type mismatch: After simplification, term
  LinearMap.IsSymmetric.apply_eigenvectorBasis hH rfl i
 has type
  True
but is expected to have type
  H (b i) = hH.eigenvalues ⋯ i • b i
```

Cause. The error is in the proof of `hb`, the eigenvalue equation for the basis vector `b i`. The lemma `apply_eigenvectorBasis` supplies just this equation, but `simpa using` simplifies the lemma's statement before comparing it with the goal. The simplifier can prove that statement outright, so it reduces it to `True`, and nothing is left to prove `hb` with. The goal did not collapse in the same way, because it is written with the local name `b`, which the simplifier does not unfold by default to `hH.eigenvectorBasis rfl`. Hence the mismatch in the message: `True` on one side, the eigenvalue equation on the other.

The repair replaces `simpa using` with `exact`, which leaves the lemma's statement unsimplified and checks it against the goal up to definitional equality. That check can unfold `b`, so the two equations agree.

The repair, with which the file compiles:

```diff
@@ -22,5 +22,5 @@
   refine Finset.sum_le_sum fun i _ => ?_
   have hb : H (b i) = hH.eigenvalues rfl i • b i := by
-    simpa using hH.apply_eigenvectorBasis rfl i
+    exact hH.apply_eigenvectorBasis rfl i
   have hi : E₀ ≤ hH.eigenvalues rfl i := hE.2 (hH.hasEigenvalue_eigenvalues rfl i)
   rw [← hH (b i) x, hb, real_inner_smul_left, real_inner_comm (b i) x]
```
